# Lowering both states $k$ times from highest weight $s$ multiplies matrix elements of an operator commuting with $S_-$ by $\prod_{j<k}(j+1)(2s-j)$

## Do all spin projections give the same configuration-interaction matrix element?

Take two doublet configurations $a$ and $b$ and a spin-free Hamiltonian $H$. If $\langle a\uparrow|H|b\uparrow\rangle = 3$ in some unit of energy, I find $\langle a\downarrow|H|b\downarrow\rangle = 3$ as well, where the down states come from applying the lowering operator $S_-$ to the up states. For triplets I get a factor 2 after one lowering, and it goes away when I normalise. I believe the general rule is the following. Let $S_+$ be the raising operator and $S_z$ the spin projection, and let $x$ and $y$ satisfy $S_+x = S_+y = 0$, $S_zx = sx$, $S_zy = sy$ with $s$ real. If $H$ commutes with $S_-$, then for every natural number $k$

$$\langle S_-^k x, H S_-^k y\rangle = \langle x, Hy\rangle \prod_{j<k}(j+1)(2s-j).$$

I would like to see this derived from the commutation relations alone, without importing the classification of multiplets, and checked by a machine. Which assumptions does it really need?

## One lowering step

The rule is right, and the case $k=1$ already contains the mechanism. Set $\hbar = 1$ and assume three relations: $\langle S_+u, v\rangle = \langle u, S_-v\rangle$ for all vectors $u, v$, then $[S_+,S_-] = 2S_z$, and $[S_z,S_-] = -S_-$. With $S_\pm = S_x \pm iS_y$, the first holds when $S_x$ and $S_y$ are Hermitian, and the other two are angular momentum commutators written in ladder form. Move $H$ through $S_-$, move $S_-$ to the left slot as $S_+$, and use the commutator:

$$\langle S_-x, HS_-y\rangle = \langle S_-x, S_-Hy\rangle = \langle S_+S_-x, Hy\rangle = \langle (S_-S_+ + 2S_z)x, Hy\rangle = 2s\,\langle x, Hy\rangle .$$

For doublets $2s = 1$ and for triplets $2s = 2$, as you found. Nothing about $y$ was used, since $Hy$ only ever sat in the right slot as an arbitrary vector. That stays true for all $k$, so the conditions on $y$ can be left out.

## The ladder factor for general $k$

Call $x$ highest weight if $S_+x = 0$ and $S_zx = sx$, and write

$$c_k(s) = \prod_{j=0}^{k-1}(j+1)(2s-j), \qquad c_0 = 1, \qquad c_{k+1} = c_k\,(k+1)(2s-k).$$

Step 1: $S_zS_-^kx = (s-k)S_-^kx$. This holds for $k=0$, and from $S_zS_- = S_-S_z - S_-$,
$$S_zS_-^{k+1}x = S_-S_zS_-^kx - S_-^{k+1}x = (s-k-1)S_-^{k+1}x .$$

Step 2: $S_+S_-^{k+1}x = (k+1)(2s-k)S_-^kx$. For $k=0$ this is $S_+S_-x = S_-S_+x + 2S_zx = 2sx$. For the inductive step put $w = S_-^{k+1}x$. Then
$$S_+S_-w = S_-S_+w + 2S_zw = \big[(k+1)(2s-k) + 2(s-k-1)\big]w = (k+2)(2s-k-1)\,w,$$
since both coefficients equal $2s(k+2) - (k+1)(k+2)$.

Step 3: $S_+^kS_-^kx = c_kx$. Letting the innermost $S_+$ act first,
$$S_+^{k+1}S_-^{k+1}x = (k+1)(2s-k)\,S_+^kS_-^kx = c_{k+1}x .$$

Step 4: applying the adjoint relation $k$ times gives $\langle S_+^ku, v\rangle = \langle u, S_-^kv\rangle$. With $u = S_-^kx$ and any vector $w$,
$$\langle S_-^kx, S_-^kw\rangle = \langle S_+^kS_-^kx, w\rangle = c_k\langle x, w\rangle,$$
where $c_k$ leaves the antilinear slot unchanged because $s$ is real.

Step 5: $[H,S_-] = 0$ gives $HS_-^ky = S_-^kHy$, and step 4 with $w = Hy$ is your formula.

## Norms, half-integer spin and normalised states

Step 4 with $w = x$ gives $\|S_-^kx\|^2 = c_k\|x\|^2$. For $x \ne 0$ this forces $c_k \ge 0$ for all $k$. Suppose $2s$ is not a natural number. Then no factor $2s-j$ vanishes, so every $c_k$ is strictly positive. But for a natural $k > 2s$ the recursion gives $c_{k+1} = c_k(k+1)(2s-k) < 0$, a contradiction. Hence $s = n/2$ with $n \in \{0, 1, 2, \dots\}$.

For $k \le 2s$ every $j < k$ has $2s - j > 0$, so $c_k > 0$ and the rescaled states $x_k = c_k^{-1/2}S_-^kx$ and $y_k = c_k^{-1/2}S_-^ky$ are defined. The two factors $c_k^{-1/2}$ cancel $c_k$:
$$\langle x_k, Hy_k\rangle = \langle x, Hy\rangle .$$
For $s = 1/2$ the factors are $c_0 = c_1 = 1$ and $c_2 = 0$. For $s = 1$ they are $1, 2, 4, 0$ for $k = 0, 1, 2, 3$, so a unit vector $x$ gives the unit vectors $x_1 = S_-x/\sqrt2$ and $x_2 = S_-^2x/2$. For $s = 0$ only $k = 0$ is admitted, and $c_1 = 0$ says that $S_-x = 0$.

For a spin-free Hamiltonian, a configuration-interaction matrix built from spin-adapted configurations (eigenfunctions of total spin $s$, which may be combinations of determinants) at projection $s$ therefore has the same entries as the matrix built from their rescaled lowered partners at projection $s-k$, for every $k \le 2s$.

## The Lean file

```lean
import Mathlib

open scoped InnerProductSpace
open Matrix

namespace MultipletMatrixElements

noncomputable section

variable {V : Type*} [NormedAddCommGroup V] [InnerProductSpace ℂ V]
variable {Sp Sm Sz H : Module.End ℂ V} {s : ℝ} {x : V}

/-- Spin ladder relations: `S-` is adjoint to `S+`, `[S+,S-] = 2 Sz` and `[Sz,S-] = -S-`. -/
structure SpinLadder (Sp Sm Sz : Module.End ℂ V) : Prop where
  adj : ∀ u v, ⟪Sp u, v⟫_ℂ = ⟪u, Sm v⟫_ℂ
  comm_pm : Sp * Sm - Sm * Sp = (2 : ℂ) • Sz
  comm_zm : Sz * Sm - Sm * Sz = -Sm

/-- `x` is annihilated by `S+` and satisfies `Sz x = s x` with `s` real. -/
def IsHighestWeight (Sp Sz : Module.End ℂ V) (s : ℝ) (x : V) : Prop :=
  Sp x = 0 ∧ Sz x = (s : ℂ) • x

/-- The ladder factor `c_k(s)`, the product over `j < k` of `(j+1)(2s-j)`. -/
def ladderFactor (s : ℝ) (k : ℕ) : ℝ :=
  ∏ j ∈ Finset.range k, ((j : ℝ) + 1) * (2 * s - j)

/-- The rescaled lowered state `c_k(s)^(-1/2) S-^k x`. -/
def multipletState (Sm : Module.End ℂ V) (s : ℝ) (k : ℕ) (x : V) : V :=
  (((Real.sqrt (ladderFactor s k))⁻¹ : ℝ) : ℂ) • (Sm ^ k) x

/-- If `[Sz,S-] = -S-` and `Sz x = s x`, then `Sz S-^k x = (s-k) S-^k x`. -/
theorem sz_lowered (hzm : Sz * Sm - Sm * Sz = -Sm) (hx : Sz x = (s : ℂ) • x) (k : ℕ) :
    Sz ((Sm ^ k) x) = ((s : ℂ) - k) • (Sm ^ k) x := by
  induction k with
  | zero => simp [hx]
  | succ k ih =>
    have step : (Sm ^ (k + 1)) x = Sm ((Sm ^ k) x) := by rw [pow_succ']; rfl
    have h := LinearMap.congr_fun hzm ((Sm ^ k) x)
    simp only [LinearMap.sub_apply, Module.End.mul_apply, LinearMap.neg_apply] at h
    rw [ih, map_smul] at h
    rw [step]
    push_cast
    linear_combination (norm := module) h

/-- For a highest-weight `x`, `S+ S-^(k+1) x = (k+1)(2s-k) S-^k x`. -/
theorem raise_lowered (hpm : Sp * Sm - Sm * Sp = (2 : ℂ) • Sz)
    (hzm : Sz * Sm - Sm * Sz = -Sm) (hx : IsHighestWeight Sp Sz s x) (k : ℕ) :
    Sp ((Sm ^ (k + 1)) x) = (((k : ℂ) + 1) * (2 * s - k)) • (Sm ^ k) x := by
  have step : ∀ m : ℕ, (Sm ^ (m + 1)) x = Sm ((Sm ^ m) x) := fun m => by
    rw [pow_succ']; rfl
  induction k with
  | zero =>
    have h := LinearMap.congr_fun hpm x
    simp only [LinearMap.sub_apply, Module.End.mul_apply, LinearMap.smul_apply] at h
    rw [hx.1, hx.2, map_zero] at h
    simp only [zero_add, pow_one, pow_zero, Module.End.one_apply, Nat.cast_zero]
    linear_combination (norm := module) h
  | succ k ih =>
    -- S+ S- w = S- S+ w + 2 Sz w with w = S-^(k+1) x
    have h := LinearMap.congr_fun hpm ((Sm ^ (k + 1)) x)
    simp only [LinearMap.sub_apply, Module.End.mul_apply, LinearMap.smul_apply] at h
    rw [ih, map_smul, ← step k, sz_lowered hzm hx.2 (k + 1)] at h
    rw [step (k + 1)]
    push_cast at h ⊢
    linear_combination (norm := module) h

/-- For a highest-weight `x`, `S+^k S-^k x = c_k(s) x`. -/
theorem raise_pow_lower_pow (hpm : Sp * Sm - Sm * Sp = (2 : ℂ) • Sz)
    (hzm : Sz * Sm - Sm * Sz = -Sm) (hx : IsHighestWeight Sp Sz s x) (k : ℕ) :
    (Sp ^ k) ((Sm ^ k) x) = (ladderFactor s k : ℂ) • x := by
  induction k with
  | zero => simp [ladderFactor]
  | succ k ih =>
    have hc : ladderFactor s (k + 1) = ladderFactor s k * (((k : ℝ) + 1) * (2 * s - k)) :=
      Finset.prod_range_succ _ _
    rw [pow_succ Sp, Module.End.mul_apply, raise_lowered hpm hzm hx, map_smul, ih, smul_smul, hc]
    congr 1
    push_cast
    ring

/-- For a highest-weight `x` and any `w`, `⟨S-^k x, S-^k w⟩ = c_k(s) ⟨x, w⟩`. -/
theorem overlap_lowered (h : SpinLadder Sp Sm Sz) (hx : IsHighestWeight Sp Sz s x)
    (k : ℕ) (w : V) :
    ⟪(Sm ^ k) x, (Sm ^ k) w⟫_ℂ = (ladderFactor s k : ℂ) * ⟪x, w⟫_ℂ := by
  -- S-^m is adjoint to S+^m
  have adjpow : ∀ (m : ℕ) (u v : V), ⟪(Sp ^ m) u, v⟫_ℂ = ⟪u, (Sm ^ m) v⟫_ℂ := by
    intro m
    induction m with
    | zero => intro u v; simp
    | succ m ih =>
      intro u v
      rw [pow_succ' Sp, pow_succ Sm, Module.End.mul_apply, Module.End.mul_apply, h.adj, ih]
  rw [← adjpow k, raise_pow_lower_pow h.comm_pm h.comm_zm hx, inner_smul_left,
    Complex.conj_ofReal]

/-- Under the ladder relations, if `H` commutes with `S-` and `x` is highest weight with projection
`s`, then for any `y` `⟨S-^k x, H S-^k y⟩ = ⟨x, H y⟩ ∏_{j<k} (j+1)(2s-j)`. -/
theorem matrix_element_lowered (h : SpinLadder Sp Sm Sz) (hH : Commute H Sm)
    (hx : IsHighestWeight Sp Sz s x) (k : ℕ) (y : V) :
    ⟪(Sm ^ k) x, H ((Sm ^ k) y)⟫_ℂ = ⟪x, H y⟫_ℂ * (ladderFactor s k : ℂ) := by
  -- move H through the lowering operators
  have hc : H ((Sm ^ k) y) = (Sm ^ k) (H y) := LinearMap.congr_fun (hH.pow_right k).eq y
  rw [hc, overlap_lowered h hx, mul_comm]

/-- For a highest-weight `x`, `‖S-^k x‖² = c_k(s) ‖x‖²`. -/
theorem norm_sq_lowered (h : SpinLadder Sp Sm Sz) (hx : IsHighestWeight Sp Sz s x) (k : ℕ) :
    ‖(Sm ^ k) x‖ ^ 2 = ladderFactor s k * ‖x‖ ^ 2 := by
  have e : ∀ v : V, ⟪v, v⟫_ℂ = ((‖v‖ ^ 2 : ℝ) : ℂ) := fun v => by
    rw [inner_self_eq_norm_sq_to_K, Complex.ofReal_pow]; rfl
  have ho := overlap_lowered h hx k x
  rw [e ((Sm ^ k) x), e x] at ho
  exact_mod_cast ho

/-- A nonzero highest-weight state has `s = n/2` for a natural number `n`. -/
theorem spin_quantised (h : SpinLadder Sp Sm Sz) (hx : IsHighestWeight Sp Sz s x)
    (hx0 : x ≠ 0) : ∃ n : ℕ, s = n / 2 := by
  by_contra hne
  have hn : 0 < ‖x‖ := norm_pos_iff.mpr hx0
  have hx2 : 0 < ‖x‖ ^ 2 := by positivity
  -- otherwise no factor vanishes, and all c_k are positive as ratios of squared norms
  have pos : ∀ k, 0 < ladderFactor s k := fun k => by
    have h0 : 0 ≤ ladderFactor s k :=
      le_of_mul_le_mul_right (by rw [zero_mul, ← norm_sq_lowered h hx k]; positivity) hx2
    have h1 : ladderFactor s k ≠ 0 := by
      refine Finset.prod_ne_zero_iff.mpr fun j _ => mul_ne_zero (by positivity) fun hj => ?_
      exact hne ⟨j, by linarith⟩
    exact lt_of_le_of_ne h0 h1.symm
  -- but the factor changes sign once k exceeds 2s
  obtain ⟨k, hk⟩ := exists_nat_gt (2 * s)
  have hc : ladderFactor s (k + 1) = ladderFactor s k * (((k : ℝ) + 1) * (2 * s - k)) :=
    Finset.prod_range_succ _ _
  have hneg : ladderFactor s k * (((k : ℝ) + 1) * (2 * s - k)) < 0 :=
    mul_neg_of_pos_of_neg (pos k) (mul_neg_of_pos_of_neg (by positivity) (by linarith))
  linarith [pos (k + 1)]

/-- Under the ladder relations, if `H` commutes with `S-`, `x` is highest weight with projection `s`
and `k ≤ 2s`, then for any `y` the matrix element of `H` between the rescaled lowered states of `x`
and `y` equals `⟨x, H y⟩`. -/
theorem matrix_element_multiplet (h : SpinLadder Sp Sm Sz) (hH : Commute H Sm)
    (hx : IsHighestWeight Sp Sz s x) (k : ℕ) (hk : (k : ℝ) ≤ 2 * s) (y : V) :
    ⟪multipletState Sm s k x, H (multipletState Sm s k y)⟫_ℂ = ⟪x, H y⟫_ℂ := by
  have pos : 0 < ladderFactor s k := by
    refine Finset.prod_pos fun j hj => mul_pos (by positivity) ?_
    have hjk : (j : ℝ) < k := by exact_mod_cast Finset.mem_range.mp hj
    linarith
  have hr : (Real.sqrt (ladderFactor s k))⁻¹ * (Real.sqrt (ladderFactor s k))⁻¹
      * ladderFactor s k = 1 := by
    rw [← mul_inv, Real.mul_self_sqrt pos.le, inv_mul_cancel₀ pos.ne']
  have hc := congrArg Complex.ofReal hr
  rw [Complex.ofReal_mul, Complex.ofReal_mul, Complex.ofReal_one] at hc
  simp only [multipletState, map_smul, inner_smul_left, inner_smul_right, Complex.conj_ofReal,
    matrix_element_lowered h hH hx]
  linear_combination ⟪x, H y⟫_ℂ * hc

/-- The operator on `ℂ⁴` given by a `4 × 4` matrix. -/
def op (A : Matrix (Fin 4) (Fin 4) ℂ) : Module.End ℂ (EuclideanSpace ℂ (Fin 4)) where
  toFun v := WithLp.toLp 2 (A *ᵥ v.ofLp)
  map_add' := by intro u v; ext i; simp [Matrix.mulVec_add]
  map_smul' := by intro c v; ext i; simp [Matrix.mulVec_smul]

/-- `S+` for two doublets in the basis `a↑, a↓, b↑, b↓`. -/
def wSp := op !![0, 1, 0, 0; 0, 0, 0, 0; 0, 0, 0, 1; 0, 0, 0, 0]

/-- `S-` for two doublets in the basis `a↑, a↓, b↑, b↓`. -/
def wSm := op !![0, 0, 0, 0; 1, 0, 0, 0; 0, 0, 0, 0; 0, 0, 1, 0]

/-- `Sz` for two doublets in the basis `a↑, a↓, b↑, b↓`. -/
def wSz := op !![1 / 2, 0, 0, 0; 0, -(1 / 2), 0, 0; 0, 0, 1 / 2, 0; 0, 0, 0, -(1 / 2)]

/-- A Hamiltonian with diagonal energies `1` on `a`, `2` on `b`, and coupling `3` between
states of equal spin projection. -/
def wH := op !![1, 0, 3, 0; 0, 1, 0, 3; 3, 0, 2, 0; 0, 3, 0, 2]

/-- Two coupled doublets satisfy the ladder relations and `[H,S-] = 0`; `a↑` and `b↑` are
highest weight with `s = 1/2`, and `⟨a↑, H b↑⟩ = ⟨S- a↑, H S- b↑⟩ = 3`. -/
theorem two_doublets_witness :
    SpinLadder wSp wSm wSz ∧ Commute wH wSm ∧
    IsHighestWeight wSp wSz (1 / 2) !₂[1, 0, 0, 0] ∧
    IsHighestWeight wSp wSz (1 / 2) !₂[0, 0, 1, 0] ∧
    ⟪!₂[1, 0, 0, 0], wH !₂[0, 0, 1, 0]⟫_ℂ = 3 ∧
    ⟪wSm !₂[1, 0, 0, 0], wH (wSm !₂[0, 0, 1, 0])⟫_ℂ = 3 := by
  refine ⟨⟨fun u v => ?_, LinearMap.ext fun v => ?_, LinearMap.ext fun v => ?_⟩,
    (show wH * wSm = wSm * wH from LinearMap.ext fun v => ?_), ⟨?_, ?_⟩, ⟨?_, ?_⟩, ?_, ?_⟩
  all_goals first
    | (ext i
       fin_cases i <;>
        (simp [wSp, wSm, wSz, wH, op, dotProduct, Fin.sum_univ_succ]; try ring))
    | (simp [wSp, wSm, wH, op, PiLp.inner_apply, dotProduct, Fin.sum_univ_succ]
       try ring)

end

end MultipletMatrixElements
```

```lean
#print axioms MultipletMatrixElements.spin_quantised
#print axioms MultipletMatrixElements.matrix_element_multiplet
```

```
'MultipletMatrixElements.spin_quantised' depends on axioms: [propext, Classical.choice, Quot.sound]
'MultipletMatrixElements.matrix_element_multiplet' depends on axioms: [propext, Classical.choice, Quot.sound]
```

## Operators, hypotheses and conventions in the statements

The state space `V` is any complex inner product space. Neither finite dimension nor completeness is assumed, so `V` may be a finite configuration space that is closed under $S_\pm$, with $H$ projected onto it, or a subspace of a Hilbert space that all four operators map into itself. The operators `Sp`, `Sm`, `Sz`, `H` are $S_+$, $S_-$, $S_z$, $H$ and have type `Module.End ℂ V`: linear maps defined on all of `V`, with no continuity requirement. Their product is composition, and `(Sm ^ k) x` is $S_-^kx$. The bracket `⟪u, Sm v⟫_ℂ` is antilinear in the first slot and linear in the second, as in Dirac notation.

`SpinLadder` bundles the three relations as `adj`, `comm_pm` and `comm_zm`. `IsHighestWeight Sp Sz s x` says that `x` is the top state of a multiplet with projection `s`, typed as a real number; it allows $x = 0$ and does not normalise $x$. `ladderFactor s k` is $c_k(s)$, with `Finset.range k` running over $j = 0, \dots, k-1$, and `multipletState Sm s k x` is $x_k$. The hypothesis `Commute H Sm` is $HS_- = S_-H$. It is the only thing assumed about $H$, which need not be Hermitian. It holds for every Hamiltonian that does not act on spin, such as the non-relativistic electronic Hamiltonian without spin–orbit or Zeeman terms.

The theorems then read as follows.

- `matrix_element_lowered`: under `SpinLadder`, `Commute H Sm` and highest weight of $x$, for every natural $k$ and every vector $y$, $\langle S_-^kx, HS_-^ky\rangle = \langle x, Hy\rangle\,c_k(s)$. Your statement is the special case in which $y$ is also highest weight with the same $s$.
- `norm_sq_lowered`: under `SpinLadder`, $\|S_-^kx\|^2 = c_k(s)\|x\|^2$ for highest-weight $x$.
- `spin_quantised`: if in addition $x \ne 0$, then $s = n/2$ for some natural $n$.
- `matrix_element_multiplet`: under the hypotheses of `matrix_element_lowered`, for $k \le 2s$ and every $y$, $\langle x_k, Hy_k\rangle = \langle x, Hy\rangle$. Both states are rescaled with the factor that belongs to $x$, and the rescaled $y$ is guaranteed to keep the norm of $y$ when $y$ is itself highest weight with the same $s$, not in general.
- `two_doublets_witness`: an explicit model on $\mathbb C^4$ satisfies all the assumptions with a nonzero matrix element.

The bound `hk` matters: for $x \neq 0$ and $k > 2s$ the factor $c_k$ vanishes, and Lean's convention $0^{-1} = 0$ makes `multipletState` the zero vector, for which the equality fails whenever $\langle x, Hy\rangle \neq 0$.

The ladder relations and $[H,S_-] = 0$ are hypotheses; they are not derived from creation and annihilation operators or from a concrete molecular Hamiltonian. The theorems compare matrix elements with the same $k$ on both sides, and they state no selection rule between different projections or different total spins. Nor is there a theorem about eigenvalues: if $Hx = Ex$ then commutation gives $HS_-^kx = ES_-^kx$, which is the usual $(2s+1)$-fold degeneracy, but that last step is my addition in prose and appears nowhere in the file.

## How the proofs follow the five steps

`sz_lowered` is step 1 and needs only the $[S_z,S_-]$ relation and the eigenvalue equation. In the inductive case `LinearMap.congr_fun hzm ((Sm ^ k) x)` applies the operator identity to the vector $S_-^kx$, `rw [ih, map_smul] at h` inserts the eigenvalue $s-k$ and pulls it through $S_-$, and `linear_combination (norm := module) h` verifies that the goal is a rearrangement of that vector equation.

`raise_lowered` is step 2. The base case evaluates $[S_+,S_-] = 2S_z$ on $x$ and substitutes `hx.1` and `hx.2`. The inductive case evaluates it on $w = S_-^{k+1}x$, replaces $S_+w$ by the induction hypothesis and $S_zw$ by `sz_lowered hzm hx.2 (k + 1)`, and the final `linear_combination` carries out the coefficient identity $(k+1)(2s-k) + 2(s-k-1) = (k+2)(2s-k-1)$.

`raise_pow_lower_pow` is step 3. The recursion for $c_k$ is `hc`, obtained from `Finset.prod_range_succ`, and `pow_succ Sp` splits $S_+^{k+1} = S_+^kS_+$ so that `raise_lowered` applies to the inner factor. None of these three lemmas uses the adjoint relation.

`overlap_lowered` is step 4. Its inner statement `adjpow` is proved by induction on the power $m$ through
$$\langle S_+S_+^mu, v\rangle = \langle S_+^mu, S_-v\rangle = \langle u, S_-^mS_-v\rangle,$$
which is why $S_+^{m+1}$ is split from the left with `pow_succ' Sp` and $S_-^{m+1}$ from the right with `pow_succ Sm`. The rewrite `← adjpow k` moves $S_-^k$ off $w$, `inner_smul_left` extracts the complex conjugate of $c_k$, and `Complex.conj_ofReal` removes the conjugate. `matrix_element_lowered` is step 5: `hH.pow_right k` upgrades $[H,S_-] = 0$ to $[H,S_-^k] = 0$, and the overlap lemma is used with $w = Hy$.

`norm_sq_lowered` takes $w = x$, writes both inner products as squared norms, and reads the complex equation as a real one. `spin_quantised` argues by contradiction as above. Inside `pos`, `h0` gives $c_k \ge 0$ by cancelling $\|x\|^2 > 0$, and `h1` gives $c_k \ne 0$ because a vanishing factor would supply $s = j/2$. Then `exists_nat_gt (2 * s)` picks $k > 2s$, and `hneg` contradicts `pos (k + 1)`. In `matrix_element_multiplet`, `pos` shows $c_k > 0$ factor by factor from $j < k \le 2s$, `hr` is $c_k^{-1/2}c_k^{-1/2}c_k = 1$, and after both scalars are pulled out of the inner product the goal is that identity multiplied by $\langle x, Hy\rangle$.

## Two coupled doublets on $\mathbb C^4$

The model at the end of the file is your opening example. `op` turns a $4\times4$ matrix into an operator, and the components $0, 1, 2, 3$ belong to the orthonormal basis $a\uparrow, a\downarrow, b\uparrow, b\downarrow$. The matrices `wSp`, `wSm`, `wSz` are two copies of the spin-$1/2$ matrices. `wH` has energy 1 on $a$, energy 2 on $b$, and coupling 3 between states of equal projection; these numbers are arbitrary illustrative values for two diagonal energies and a configuration mixing. `two_doublets_witness` verifies the three ladder relations, the commutation of `wH` with `wSm`, and that the unit vectors `!₂[1, 0, 0, 0]` and `!₂[0, 0, 1, 0]` are highest weight with $s = 1/2$. It then evaluates $\langle a\uparrow, Hb\uparrow\rangle = 3$ and $\langle S_-a\uparrow, HS_-b\uparrow\rangle = 3$. Both values come from direct matrix arithmetic, component by component, and not from the general theorem; they agree with it at $k = 1$, where $c_1(1/2) = 1$ and the lowered states $a\downarrow$ and $b\downarrow$ are already normalised.
